# PAW operators in a finite basis are covariant under a unitary gauge change when waves and projectors transform together

## Two sites and one sign

Take an electron on two sites with hopping $H_0$ and one projector $p$ that has equal weight on both:

$$
H_0=\begin{pmatrix}0&1\\1&0\end{pmatrix},\qquad p=\begin{pmatrix}1\\1\end{pmatrix},\qquad
H_0+pp^\dagger=\begin{pmatrix}1&2\\2&1\end{pmatrix}.
$$

The eigenvalues are $3$ and $-1$. Now reverse the sign of the basis function on the second site. This is the unitary $G=\mathrm{diag}(1,-1)$, and it turns $H_0$ into $GH_0G^\dagger=-H_0$. If the projector follows, it becomes $Gp=(1,-1)^T$ and

$$
-H_0+(Gp)(Gp)^\dagger=\begin{pmatrix}1&-2\\-2&1\end{pmatrix},
$$

which again has eigenvalues $3$ and $-1$. If the projector is left as it was, the sum is

$$
-H_0+pp^\dagger=\begin{pmatrix}1&0\\0&1\end{pmatrix},
$$

with eigenvalues $1$ and $1$. A change of sign convention has altered the energies, because the hopping and the projector term of the Hamiltonian now use different conventions.

The same concern arises in electronic structure calculations with a magnetic field, where a change of vector potential by a gradient multiplies the orbitals by a position-dependent phase. The results below treat it for fixed finite matrices and a time-independent unitary $G$, without self-consistency, and the change of gauge replaces $H_0$ by $GH_0G^\dagger$. This is a model assumption: in a truncated basis, multiplication by a position-dependent phase generally leads out of the span of the basis functions, and the results then do not guarantee gauge invariance.

## Dataset, transformation and pseudo-operators

In the projector augmented-wave (PAW) method, smooth waves stand in for all-electron ones. Let the basis be orthonormal with $n$ functions, and let the dataset have $m$ channels. The columns of the complex $n\times m$ matrices $\Phi$, $\tilde\Phi$ and $P$ are the all-electron partial waves, the smooth partial waves and the projectors. They define

$$
T=1+(\Phi-\tilde\Phi)P^\dagger,\qquad
C(A)=\Phi^\dagger A\Phi-\tilde\Phi^\dagger A\tilde\Phi,
$$

$$
N(A)=P\,C(A)\,P^\dagger,\qquad \tilde A=A+N(A).
$$

Here $A$ is any $n\times n$ matrix, $C(A)$ holds its one-centre coefficients, and $N(A)$ is the nonlocal part of the pseudo-operator $\tilde A$. The overlap is $S=\tilde 1$ and the Hamiltonian is $H=\tilde H_0$.

In Lean these are `Dataset.transform`, `Dataset.coeff`, `Dataset.nonlocalPart` and `Dataset.pseudo`, and `ᴴ` is the conjugate transpose. `Dataset.gauge` multiplies all three matrices by $G$, whereas `Dataset.gaugeWaves` multiplies only $\Phi$ and $\tilde\Phi$.

The pseudo-operator is defined by the formula above and not as $T^\dagger AT$. The two agree for every $A$ if $\tilde\Phi P^\dagger=1$, a completeness condition that a general finite dataset need not satisfy. The general theorems assume neither biorthogonality $P^\dagger\tilde\Phi=1$, nor a Hermitian $H_0$, nor a positive $S$. Their one physical hypothesis is that $G$ is unitary, so that the change of gauge preserves inner products.

## Covariance when everything is gauged

Replace $\Phi,\tilde\Phi,P$ by $G\Phi,G\tilde\Phi,GP$ and $A$ by $GAG^\dagger$. For $X=\Phi$ or $X=\tilde\Phi$,

$$
(GX)^\dagger(GAG^\dagger)(GX)=X^\dagger(G^\dagger G)A(G^\dagger G)X=X^\dagger AX,
$$

so $C(A)$ is unchanged. The new pseudo-operator is therefore

$$
GAG^\dagger+GP\,C(A)\,P^\dagger G^\dagger=G\tilde AG^\dagger .
$$

With $A=H_0$ this gives $H'=GHG^\dagger$. With $A=1$, since $GG^\dagger=1$, it gives $S'=GSG^\dagger$. Likewise

$$
T'=1+G(\Phi-\tilde\Phi)P^\dagger G^\dagger=GTG^\dagger .
$$

These three conjugations are the content of `paw_gauge_covariance`. Two consequences concern the generalized eigenvalue problem. For every complex $e$,

$$
\det(H'-eS')=\det G\,\det(H-eS)\,\det G^\dagger=\det(H-eS),
$$

because $\det G\det G^\dagger=\det(GG^\dagger)=1$. For every vector $c$ we also have $H'Gc=GHc$ and $S'Gc=GSc$. Multiplication by $G$ or $G^\dagger$ then shows that $Hc=eSc$ holds exactly when $H'(Gc)=eS'(Gc)$.

## When ungauged projectors are harmless

Now keep $P$ fixed. The coefficients $C(A)$ contain no projectors, so they are still invariant, and the new pseudo-operator is $GAG^\dagger+N(A)$. Covariance would require $GAG^\dagger+GN(A)G^\dagger$. The two agree exactly when $N(A)=GN(A)G^\dagger$, and multiplying on the right by $G$ turns this into

$$
GN(A)=N(A)G .
$$

For a site-dependent phase $G=\mathrm{diag}(u)$, the $(i,j)$ entry of this equation is $u_iN(A)_{ij}=N(A)_{ij}u_j$. Covariance therefore survives exactly when $u_i=u_j$ for every pair of sites with $N(A)_{ij}\neq0$.

The criterion concerns one operator $A$ at a time, and it decides conjugation by $G$, not equality of spectra. For $A=1$, for instance, the ungauged recipe returns the old $S$ itself, whose spectrum is unchanged whether or not $G$ commutes with $N(1)$.

## A dataset behind the two-site example

The opening matrices come from the one-channel dataset

$$
\phi=\frac{1+i}{2}\begin{pmatrix}1\\1\end{pmatrix},\qquad
\tilde\phi=\begin{pmatrix}1\\0\end{pmatrix},\qquad p=\begin{pmatrix}1\\1\end{pmatrix}.
$$

It is biorthogonal, $p^\dagger\tilde\phi=1$. Both waves have norm one, so $C(1)=0$ and $S=1$, with or without the gauge. Since $\phi^\dagger H_0\phi=1$ and $\tilde\phi^\dagger H_0\tilde\phi=0$, the Hamiltonian coefficient is $C(H_0)=1$ and $N(H_0)=pp^\dagger$. This nonlocal part couples the two sites, on which $G$ has different phases. The secular polynomial goes from

$$
(1-x)^2-4=(x-3)(x+1)\quad\text{to}\quad(1-x)^2=(x-1)^2 .
$$

`ungauged_spectrum_changes` states these two polynomials together with the unitarity of $G$, the biorthogonality and both unit overlaps. The dataset illustrates the pseudo-operator formula only: $T^\dagger T$ differs from $S$ here, as multiplying out the matrices shows.

## The Lean file

```lean
import Mathlib

open Matrix

namespace PAWGaugeCovariance

noncomputable section

/-- A PAW dataset in a finite basis: the columns are all-electron partial waves `phi`,
smooth partial waves `phit` and projectors `p`. -/
structure Dataset (n m : Type*) where
  phi : Matrix n m ℂ
  phit : Matrix n m ℂ
  p : Matrix n m ℂ

variable {n m : Type*} [Fintype n] [DecidableEq n] [Fintype m]

/-- The PAW transformation `T = 1 + (Φ - Φ̃) Pᴴ`. -/
def Dataset.transform (d : Dataset n m) : Matrix n n ℂ :=
  1 + (d.phi - d.phit) * d.pᴴ

/-- The one-centre coefficients `Φᴴ A Φ - Φ̃ᴴ A Φ̃` of an operator `A`. -/
def Dataset.coeff (d : Dataset n m) (A : Matrix n n ℂ) : Matrix m m ℂ :=
  d.phiᴴ * A * d.phi - d.phitᴴ * A * d.phit

/-- The nonlocal part of a pseudo-operator: one-centre coefficients between projectors. -/
def Dataset.nonlocalPart (d : Dataset n m) (A : Matrix n n ℂ) : Matrix n n ℂ :=
  d.p * d.coeff A * d.pᴴ

/-- The pseudo-operator of `A`; it is the overlap `S` for `A = 1` and the Hamiltonian `H`
for `A = H0`. -/
def Dataset.pseudo (d : Dataset n m) (A : Matrix n n ℂ) : Matrix n n ℂ :=
  A + d.nonlocalPart A

/-- The dataset with partial waves and projectors all multiplied by `G`. -/
def Dataset.gauge (G : Matrix n n ℂ) (d : Dataset n m) : Dataset n m :=
  ⟨G * d.phi, G * d.phit, G * d.p⟩

/-- The dataset with only the partial waves multiplied by `G`, the projectors being kept. -/
def Dataset.gaugeWaves (G : Matrix n n ℂ) (d : Dataset n m) : Dataset n m :=
  ⟨G * d.phi, G * d.phit, d.p⟩

omit [Fintype m] in
/-- One-centre coefficients are unchanged when waves and operator are gauged together. -/
theorem coeff_gauge {G : Matrix n n ℂ} (hG : G ∈ unitaryGroup n ℂ)
    (d : Dataset n m) (A : Matrix n n ℂ) :
    (d.gauge G).coeff (G * A * Gᴴ) = d.coeff A := by
  have h : Gᴴ * G = 1 := mem_unitaryGroup_iff'.mp hG
  -- each matrix element block contains `Gᴴ G` twice
  have key : ∀ X : Matrix n m ℂ, (G * X)ᴴ * (G * A * Gᴴ) * (G * X) = Xᴴ * A * X := by
    intro X
    calc (G * X)ᴴ * (G * A * Gᴴ) * (G * X)
        = Xᴴ * (Gᴴ * G) * A * (Gᴴ * G) * X := by
          simp only [conjTranspose_mul, Matrix.mul_assoc]
      _ = Xᴴ * A * X := by rw [h, Matrix.mul_one, Matrix.mul_one]
  simp only [Dataset.coeff, Dataset.gauge, key]

/-- Every pseudo-operator is conjugated by `G` when dataset and operator are gauged. -/
theorem pseudo_gauge {G : Matrix n n ℂ} (hG : G ∈ unitaryGroup n ℂ)
    (d : Dataset n m) (A : Matrix n n ℂ) :
    (d.gauge G).pseudo (G * A * Gᴴ) = G * d.pseudo A * Gᴴ := by
  unfold Dataset.pseudo Dataset.nonlocalPart
  rw [coeff_gauge hG]
  simp only [Dataset.gauge, conjTranspose_mul, Matrix.mul_add, Matrix.add_mul,
    Matrix.mul_assoc]

/-- Gauge covariance of PAW: a unitary `G` acting on waves, projectors and `H0` conjugates
the transformation `T`, the overlap `S` and the Hamiltonian `H`. -/
theorem paw_gauge_covariance {G : Matrix n n ℂ} (hG : G ∈ unitaryGroup n ℂ)
    (d : Dataset n m) (H0 : Matrix n n ℂ) :
    (d.gauge G).transform = G * d.transform * Gᴴ ∧
    (d.gauge G).pseudo 1 = G * d.pseudo 1 * Gᴴ ∧
    (d.gauge G).pseudo (G * H0 * Gᴴ) = G * d.pseudo H0 * Gᴴ := by
  have h' : G * Gᴴ = 1 := mem_unitaryGroup_iff.mp hG
  refine ⟨?_, ?_, pseudo_gauge hG d H0⟩
  · simp only [Dataset.transform, Dataset.gauge, conjTranspose_mul, ← Matrix.mul_sub,
      Matrix.mul_add, Matrix.add_mul, Matrix.mul_one, h', Matrix.mul_assoc]
  · -- the identity operator is its own gauge transform
    have h1 := pseudo_gauge hG d 1
    rwa [Matrix.mul_one, h'] at h1

/-- The secular determinant `det (H - e S)` is gauge invariant. -/
theorem secular_det_gauge {G : Matrix n n ℂ} (hG : G ∈ unitaryGroup n ℂ)
    (d : Dataset n m) (H0 : Matrix n n ℂ) (e : ℂ) :
    ((d.gauge G).pseudo (G * H0 * Gᴴ) - e • (d.gauge G).pseudo 1).det =
      (d.pseudo H0 - e • d.pseudo 1).det := by
  have h' : G * Gᴴ = 1 := mem_unitaryGroup_iff.mp hG
  obtain ⟨_, hS, hH⟩ := paw_gauge_covariance hG d H0
  have hp : G * d.pseudo H0 * Gᴴ - e • (G * d.pseudo 1 * Gᴴ) =
      G * (d.pseudo H0 - e • d.pseudo 1) * Gᴴ := by
    simp only [Matrix.mul_sub, Matrix.sub_mul, Matrix.mul_smul, Matrix.smul_mul]
  rw [hS, hH, hp, det_mul, det_mul, mul_right_comm, ← det_mul G Gᴴ, h', det_one, one_mul]

/-- A vector `c` solves `H c = e S c` exactly when `G c` solves the gauged equation. -/
theorem eigenvector_gauge {G : Matrix n n ℂ} (hG : G ∈ unitaryGroup n ℂ)
    (d : Dataset n m) (H0 : Matrix n n ℂ) (e : ℂ) (c : n → ℂ) :
    (d.gauge G).pseudo (G * H0 * Gᴴ) *ᵥ (G *ᵥ c) =
        e • ((d.gauge G).pseudo 1 *ᵥ (G *ᵥ c)) ↔
      d.pseudo H0 *ᵥ c = e • (d.pseudo 1 *ᵥ c) := by
  have h : Gᴴ * G = 1 := mem_unitaryGroup_iff'.mp hG
  obtain ⟨_, hS, hH⟩ := paw_gauge_covariance hG d H0
  have key : ∀ X : Matrix n n ℂ, (G * X * Gᴴ) *ᵥ (G *ᵥ c) = G *ᵥ (X *ᵥ c) := by
    intro X
    rw [mulVec_mulVec, mulVec_mulVec, Matrix.mul_assoc, h, Matrix.mul_one]
  have inv : ∀ v : n → ℂ, Gᴴ *ᵥ (G *ᵥ v) = v := by
    intro v
    rw [mulVec_mulVec, h, one_mulVec]
  rw [hS, hH, key, key, ← mulVec_smul]
  constructor
  · intro hc
    rw [← inv (d.pseudo H0 *ᵥ c), hc, inv]
  · intro hc
    rw [hc]

/-- With ungauged projectors the operator `A` is conjugated by `G`, while its nonlocal part stays as
it was. -/
theorem pseudo_gaugeWaves {G : Matrix n n ℂ} (hG : G ∈ unitaryGroup n ℂ)
    (d : Dataset n m) (A : Matrix n n ℂ) :
    (d.gaugeWaves G).pseudo (G * A * Gᴴ) = G * A * Gᴴ + d.nonlocalPart A := by
  have hc : (d.gaugeWaves G).coeff (G * A * Gᴴ) = d.coeff A := coeff_gauge hG d A
  unfold Dataset.pseudo Dataset.nonlocalPart
  rw [hc]
  rfl

/-- With ungauged projectors, a pseudo-operator is still conjugated by `G` if and only if
`G` commutes with its nonlocal part. -/
theorem ungauged_covariant_iff {G : Matrix n n ℂ} (hG : G ∈ unitaryGroup n ℂ)
    (d : Dataset n m) (A : Matrix n n ℂ) :
    (d.gaugeWaves G).pseudo (G * A * Gᴴ) = G * d.pseudo A * Gᴴ ↔
      G * d.nonlocalPart A = d.nonlocalPart A * G := by
  have h : Gᴴ * G = 1 := mem_unitaryGroup_iff'.mp hG
  have h' : G * Gᴴ = 1 := mem_unitaryGroup_iff.mp hG
  have e2 : G * d.pseudo A * Gᴴ = G * A * Gᴴ + G * d.nonlocalPart A * Gᴴ := by
    simp only [Dataset.pseudo, Matrix.mul_add, Matrix.add_mul]
  rw [pseudo_gaugeWaves hG, e2, add_right_inj]
  constructor
  · intro hN
    calc G * d.nonlocalPart A = G * d.nonlocalPart A * Gᴴ * G := by
          rw [Matrix.mul_assoc (G * d.nonlocalPart A), h, Matrix.mul_one]
      _ = d.nonlocalPart A * G := by rw [← hN]
  · intro hN
    rw [hN, Matrix.mul_assoc, h', Matrix.mul_one]

/-- For a site-dependent phase `u` and ungauged projectors, a pseudo-operator is still conjugated by
`diagonal u` if and only if `u` agrees on every two sites coupled by its nonlocal part. -/
theorem ungauged_phase_iff {u : n → ℂ} (hu : diagonal u ∈ unitaryGroup n ℂ)
    (d : Dataset n m) (A : Matrix n n ℂ) :
    (d.gaugeWaves (diagonal u)).pseudo (diagonal u * A * (diagonal u)ᴴ) =
        diagonal u * d.pseudo A * (diagonal u)ᴴ ↔
      ∀ i j, d.nonlocalPart A i j ≠ 0 → u i = u j := by
  rw [ungauged_covariant_iff hu]
  constructor
  · intro h i j hij
    have hh := congrFun (congrFun h i) j
    rw [diagonal_mul, mul_diagonal] at hh
    exact mul_left_cancel₀ hij (by linear_combination hh)
  · intro h
    ext i j
    rw [diagonal_mul, mul_diagonal]
    by_cases h0 : d.nonlocalPart A i j = 0
    · rw [h0, mul_zero, zero_mul]
    · rw [h i j h0, mul_comm]

/-- Hopping between two sites. -/
def hop : Matrix (Fin 2) (Fin 2) ℂ := !![0, 1; 1, 0]

/-- The gauge that flips the sign on the second site. -/
def signFlip : Matrix (Fin 2) (Fin 2) ℂ := !![1, 0; 0, -1]

/-- A two-site dataset with one channel, whose projector is `(1, 1)`. -/
def twoSite : Dataset (Fin 2) (Fin 1) :=
  ⟨!![⟨1 / 2, 1 / 2⟩; ⟨1 / 2, 1 / 2⟩], !![1; 0], !![1; 1]⟩

/-- Ungauged projectors can change the spectrum: for a biorthogonal two-site dataset with
unit overlap before and after, the secular polynomial goes from `(x - 3) (x + 1)` to
`(x - 1) ^ 2`. -/
theorem ungauged_spectrum_changes :
    signFlip ∈ unitaryGroup (Fin 2) ℂ ∧ twoSite.pᴴ * twoSite.phit = 1 ∧
    twoSite.pseudo 1 = 1 ∧ (twoSite.gaugeWaves signFlip).pseudo 1 = 1 ∧
    (∀ x : ℂ, (twoSite.pseudo hop - x • 1).det = (x - 3) * (x + 1)) ∧
    (∀ x : ℂ, ((twoSite.gaugeWaves signFlip).pseudo (signFlip * hop * signFlipᴴ)
      - x • 1).det = (x - 1) ^ 2) := by
  have h' : signFlip * signFlipᴴ = 1 := by
    ext i j
    fin_cases i <;> fin_cases j <;> simp [signFlip, Matrix.mul_apply, Fin.sum_univ_succ]
  have hG : signFlip ∈ unitaryGroup (Fin 2) ℂ := mem_unitaryGroup_iff.mpr h'
  -- the one-centre coefficients are 0 for the overlap and 1 for the hopping
  have c1 : twoSite.coeff 1 = 0 := by
    ext i j
    fin_cases i; fin_cases j
    simp [Dataset.coeff, twoSite, Matrix.mul_apply, Fin.sum_univ_succ, Complex.ext_iff]
    norm_num
  have cH : twoSite.coeff hop = 1 := by
    ext i j
    fin_cases i; fin_cases j
    simp [Dataset.coeff, twoSite, hop, Matrix.mul_apply, Fin.sum_univ_succ,
      Complex.ext_iff]
    norm_num
  have n1 : twoSite.nonlocalPart 1 = 0 := by
    rw [Dataset.nonlocalPart, c1, Matrix.mul_zero, Matrix.zero_mul]
  have nH : twoSite.nonlocalPart hop = !![1, 1; 1, 1] := by
    rw [Dataset.nonlocalPart, cH, Matrix.mul_one]
    ext i j
    fin_cases i <;> fin_cases j <;> simp [twoSite, Matrix.mul_apply]
  have pH : twoSite.pseudo hop = !![1, 2; 2, 1] := by
    rw [Dataset.pseudo, nH]
    ext i j
    fin_cases i <;> fin_cases j <;> norm_num [hop]
  have pU : (twoSite.gaugeWaves signFlip).pseudo (signFlip * hop * signFlipᴴ) = 1 := by
    have hT : signFlipᴴ = signFlip := by
      ext i j
      fin_cases i <;> fin_cases j <;> simp [signFlip, conjTranspose_apply]
    -- the gauge reverses the sign of the hopping
    have hs : signFlip * hop * signFlipᴴ = !![0, -1; -1, 0] := by
      rw [hT, signFlip, hop, Matrix.mul_fin_two, Matrix.mul_fin_two]
      norm_num
    rw [pseudo_gaugeWaves hG, nH, hs]
    ext i j
    fin_cases i <;> fin_cases j <;> simp
  refine ⟨hG, ?_, ?_, ?_, ?_, ?_⟩
  · ext i j
    fin_cases i; fin_cases j
    simp [twoSite, Matrix.mul_apply, Fin.sum_univ_succ]
  · rw [Dataset.pseudo, n1, add_zero]
  · have h1 := pseudo_gaugeWaves hG twoSite 1
    rwa [Matrix.mul_one, h', n1, add_zero] at h1
  · intro x
    rw [pH, det_fin_two]
    simp
    ring
  · intro x
    rw [pU, det_fin_two]
    simp
    ring

end

end PAWGaugeCovariance
```

```lean
#print axioms PAWGaugeCovariance.paw_gauge_covariance
-- 'PAWGaugeCovariance.paw_gauge_covariance' depends on axioms: [propext, Classical.choice, Quot.sound]
#print axioms PAWGaugeCovariance.secular_det_gauge
-- 'PAWGaugeCovariance.secular_det_gauge' depends on axioms: [propext, Classical.choice, Quot.sound]
#print axioms PAWGaugeCovariance.ungauged_phase_iff
-- 'PAWGaugeCovariance.ungauged_phase_iff' depends on axioms: [propext, Classical.choice, Quot.sound]
#print axioms PAWGaugeCovariance.ungauged_spectrum_changes
-- 'PAWGaugeCovariance.ungauged_spectrum_changes' depends on axioms: [propext, Classical.choice, Quot.sound]
```

## From invariant coefficients to conjugated operators

Unitarity enters as two matrix identities: `mem_unitaryGroup_iff'` supplies $G^\dagger G=1$, and `mem_unitaryGroup_iff` supplies $GG^\dagger=1$.

In `coeff_gauge`, the auxiliary statement `key` is the calculation for a general $X$. Its `calc` block first regroups the product so that $G^\dagger G$ appears twice, then replaces both factors by $1$. `pseudo_gauge` rewrites with this result and expands both sides until they coincide.

`paw_gauge_covariance` takes the Hamiltonian part directly from `pseudo_gauge`. The overlap part is the case $A=1$, simplified by $GG^\dagger=1$, and the part for $T$ is a direct expansion.

`secular_det_gauge` factors $G$ and $G^\dagger$ out of $H'-eS'$ in the step `hp`, then uses multiplicativity of the determinant. In `eigenvector_gauge`, `key` says that $(GXG^\dagger)(Gc)=G(Xc)$, and `inv` says that $G^\dagger$ undoes $G$. The latter is needed only to go from the gauged equation back to the original one.

## From the commutator to the counterexample

`pseudo_gaugeWaves` can use `coeff_gauge` because the coefficients do not depend on the projectors. `ungauged_covariant_iff` then cancels the common term $GAG^\dagger$ with `add_right_inj` and passes between $N=GNG^\dagger$ and $GN=NG$ in both directions.

`ungauged_phase_iff` reads the commutation relation entry by entry. Where $N_{ij}\neq0$, `mul_left_cancel₀` removes that factor and leaves $u_i=u_j$. Conversely, the case split on $N_{ij}=0$ covers the uncoupled pairs, for which both sides vanish.

The proof of `ungauged_spectrum_changes` follows the explicit calculation. `c1` and `cH` evaluate the coefficients $0$ and $1$, `nH` gives the nonlocal matrix, and `pH` and `pU` give the Hamiltonians before and after the incomplete gauge change. The $2\times2$ determinant formula `det_fin_two` and `ring` then produce the two polynomials.
